# In the Haldane model the gap closes at every Dirac point at once exactly when the sublattice offset and t₂ sin φ both vanish

The theorem `all_valleys_close_iff` concerns the non-interacting two-band Haldane model on the honeycomb lattice, with real parameters and the direct gap given by an explicit formula in the Bloch phases. It says that the gap is zero at every Dirac point, meaning every zero of the nearest-neighbour sum `hop`, if and only if `M = 0` and `t2 * Real.sin φ = 0`. At such a point the gap is twice the absolute value of the mass, so the proof works with masses. For the forward direction it takes two opposite Dirac points: the sum of their masses gives `M = 0`, and their product, `M ^ 2 - 27 * t2 ^ 2 * Real.sin φ ^ 2`, is then meant to give the vanishing of the flux term. The converse puts the two vanishing quantities into the formula for the mass.

In Lean, a first try:

```lean
import Mathlib

open scoped ComplexConjugate

namespace HaldaneGapClosing

noncomputable section

/-- The nearest-neighbour sum of the honeycomb lattice at Bloch phases `a`, `b`. -/
def hop (a b : ℝ) : ℂ :=
  1 + Complex.exp (a * Complex.I) + Complex.exp (b * Complex.I)

/-- The sum of sines over the three second-neighbour phases `a`, `b - a`, `-b`. -/
def chiralSum (a b : ℝ) : ℝ := Real.sin a + Real.sin (b - a) - Real.sin b

/-- The Haldane mass: sublattice offset `M` minus the second-neighbour flux term. -/
def mass (t2 M φ a b : ℝ) : ℝ := M - 2 * t2 * Real.sin φ * chiralSum a b

/-- The direct gap between the two bands at Bloch phases `a`, `b`. -/
def gap (t1 t2 M φ a b : ℝ) : ℝ :=
  2 * Real.sqrt (mass t2 M φ a b ^ 2 + t1 ^ 2 * Complex.normSq (hop a b))

/-- The nearest-neighbour sum vanishes iff its real and imaginary parts do. -/
theorem hop_eq_zero_iff (a b : ℝ) :
    hop a b = 0 ↔ 1 + Real.cos a + Real.cos b = 0 ∧ Real.sin a + Real.sin b = 0 := by
  rw [Complex.ext_iff]
  simp [hop, Complex.exp_ofReal_mul_I_re, Complex.exp_ofReal_mul_I_im]

/-- At every Dirac point the square of the chiral sum is `27 / 4`. -/
theorem chiralSum_sq {a b : ℝ} (h : hop a b = 0) : chiralSum a b ^ 2 = 27 / 4 := by
  obtain ⟨hc, hs⟩ := (hop_eq_zero_iff a b).mp h
  have pa := Real.sin_sq_add_cos_sq a
  have pb := Real.sin_sq_add_cos_sq b
  have hsb : Real.sin b = -Real.sin a := by linarith
  have hcb : Real.cos b = -1 - Real.cos a := by linarith
  rw [hsb, hcb] at pb
  have hca : Real.cos a = -1 / 2 := by linear_combination (pb - pa) / 2
  have hcb' : Real.cos b = -1 / 2 := by linarith
  have hS : chiralSum a b = 3 * Real.sin a := by
    rw [chiralSum, Real.sin_sub, hsb, hcb', hca]
    ring
  rw [hca] at pa
  rw [hS]
  linear_combination 9 * pa

/-- The masses at a Dirac point and at the opposite momentum have the product
`M² - 27 t2² sin² φ`. -/
theorem valley_mass_product (t2 M φ : ℝ) {a b : ℝ} (h : hop a b = 0) :
    mass t2 M φ a b * mass t2 M φ (-a) (-b) =
      M ^ 2 - 27 * t2 ^ 2 * Real.sin φ ^ 2 := by
  have hodd : chiralSum (-a) (-b) = -chiralSum a b := by
    unfold chiralSum
    rw [show -b - -a = -(b - a) by ring, Real.sin_neg, Real.sin_neg, Real.sin_neg]
    ring
  have hS := chiralSum_sq h
  unfold mass
  rw [hodd]
  linear_combination (-4 * t2 ^ 2 * Real.sin φ ^ 2) * hS

/-- Reversing the momentum of a Dirac point gives a Dirac point. -/
theorem hop_neg {a b : ℝ} (h : hop a b = 0) : hop (-a) (-b) = 0 := by
  obtain ⟨hc, hs⟩ := (hop_eq_zero_iff a b).mp h
  rw [hop_eq_zero_iff, Real.cos_neg, Real.cos_neg, Real.sin_neg, Real.sin_neg]
  exact ⟨hc, by linarith⟩

/-- The Bloch phases `2π/3` and `-2π/3` form a Dirac point. -/
theorem hop_dirac : hop (2 * Real.pi / 3) (-(2 * Real.pi / 3)) = 0 := by
  have hc : Real.cos (2 * Real.pi / 3) = -(1 / 2) := by
    rw [show 2 * Real.pi / 3 = Real.pi - Real.pi / 3 by ring, Real.cos_pi_sub,
      Real.cos_pi_div_three]
  rw [hop_eq_zero_iff, Real.cos_neg, Real.sin_neg, hc]
  constructor
  · norm_num
  · ring

/-- The gap closes at all Dirac points together iff both the sublattice offset `M` and the
flux term `t2 sin φ` vanish. -/
theorem all_valleys_close_iff (t1 t2 M φ : ℝ) :
    (∀ a b : ℝ, hop a b = 0 → gap t1 t2 M φ a b = 0) ↔
      M = 0 ∧ t2 * Real.sin φ = 0 := by
  have hgap : ∀ a b : ℝ, hop a b = 0 →
      gap t1 t2 M φ a b = 2 * |mass t2 M φ a b| := by
    intro a b h
    simp [gap, h, Real.sqrt_sq_eq_abs]
  constructor
  · intro H
    have hm : ∀ a b : ℝ, hop a b = 0 → mass t2 M φ a b = 0 := by
      intro a b h
      have h1 := H a b h
      rw [hgap a b h] at h1
      exact abs_eq_zero.mp (by linarith)
    have hK := hm _ _ hop_dirac
    have hK' := hm _ _ (hop_neg hop_dirac)
    have hp := valley_mass_product t2 M φ hop_dirac
    rw [hK, zero_mul] at hp
    -- the chiral sum is odd, so the two masses add up to twice the offset
    have hM : M = 0 := by
      unfold mass chiralSum at hK hK'
      rw [show -(-(2 * Real.pi / 3)) - -(2 * Real.pi / 3) =
        -(-(2 * Real.pi / 3) - 2 * Real.pi / 3) by ring] at hK'
      simp only [Real.sin_neg] at hK hK'
      linear_combination (hK + hK') / 2
    refine ⟨hM, ?_⟩
    rw [hM] at hp
    have hsq : (t2 * Real.sin φ) ^ 2 = 0 := by linear_combination (-1 / 27) * hp
    exact (pow_eq_zero_iff two_ne_zero).mp hsq
  · rintro ⟨hM, hs⟩ a b h
    have hm : mass t2 M φ a b = 0 := by
      unfold mass
      linear_combination hM - 2 * chiralSum a b * hs
    rw [hgap a b h, hm, abs_zero, mul_zero]

end

end HaldaneGapClosing
```

The compiler's answer:

```
Main.lean:105:47: error: ring failed, ring expressions not equal
t1 t2 M φ : ℝ
hgap : ∀ (a b : ℝ), hop a b = 0 → gap t1 t2 M φ a b = 2 * |mass t2 M φ a b|
H : ∀ (a b : ℝ), hop a b = 0 → gap t1 t2 M φ a b = 0
hm : ∀ (a b : ℝ), hop a b = 0 → mass t2 M φ a b = 0
hK : mass t2 M φ (2 * Real.pi / 3) (-(2 * Real.pi / 3)) = 0
hK' : mass t2 M φ (-(2 * Real.pi / 3)) (- -(2 * Real.pi / 3)) = 0
hp : 0 = 0 ^ 2 - 27 * t2 ^ 2 * Real.sin φ ^ 2
hM : M = 0
⊢ t2 ^ 2 * Real.sin φ ^ 2 * 2 = 0
```

As a diff, the version that Lean accepts:

```diff
@@ -103,5 +103,5 @@
     refine ⟨hM, ?_⟩
     rw [hM] at hp
-    have hsq : (t2 * Real.sin φ) ^ 2 = 0 := by linear_combination (-1 / 27) * hp
+    have hsq : (t2 * Real.sin φ) ^ 2 = 0 := by linear_combination (1 / 27) * hp
     exact (pow_eq_zero_iff two_ne_zero).mp hsq
   · rintro ⟨hM, hs⟩ a b h
```

Cause. The error is a wrong sign in the coefficient given to `linear_combination` in the proof of `hsq`. This tactic subtracts the right side of each equation from its left, and asks `ring1` to check that the goal's difference equals the chosen multiple of the hypothesis's difference.

Here `hp` reads `0 = 0 ^ 2 - 27 * t2 ^ 2 * Real.sin φ ^ 2`. Because the product stands on the right with a minus sign, left minus right is `+27 * t2 ^ 2 * Real.sin φ ^ 2`. The goal's difference is `t2 ^ 2 * Real.sin φ ^ 2`. With the coefficient `-1 / 27` the two terms add instead of cancelling, which leaves the `t2 ^ 2 * Real.sin φ ^ 2 * 2 = 0` shown in the message. That is not an identity, so `ring` fails.

The diff changes the coefficient to `1 / 27`, and the terms cancel exactly.
